# A dimer-singlet ground state for finite sums of spin-1/2 Heisenberg triangles with base coupling K, apex coupling J, −2K ≤ J ≤ K and all bases in one perfect matching

The lowest energy from an exact diagonalisation of a finite Shastry-Sutherland cluster can be compared with $-\tfrac34 J_D$ per dimer, where $J_D$ multiplies $\mathbf S_i\cdot\mathbf S_j$ inside a dimer. The theorems below give this value when each dimer is the base of two spin-1/2 triangles, each bond between dimers lies in exactly one triangle, and the coupling $J'$ on these bonds satisfies $-J_D\le J'\le J_D/2$.

```lean
import Mathlib

open Finset ComplexConjugate

namespace ShastrySutherland

noncomputable section

/-- Amplitudes of a many-spin state in the basis of up/down configurations of the sites `V`. -/
abbrev State (V : Type*) := (V → Fin 2) → ℂ

/-- The three spin-1/2 matrices (half the Pauli matrices). -/
def spin : Fin 3 → Matrix (Fin 2) (Fin 2) ℂ :=
  ![!![0, 1/2; 1/2, 0], !![0, -Complex.I/2; Complex.I/2, 0], !![1/2, 0; 0, -1/2]]

variable {V D T : Type*} [DecidableEq V]

/-- A one-spin matrix `A` acting on site `i` of a many-spin state. -/
def onSite (A : Matrix (Fin 2) (Fin 2) ℂ) (i : V) (ψ : State V) : State V :=
  fun σ => ∑ s, A (σ i) s * ψ (Function.update σ i s)

/-- The Heisenberg coupling `S_i · S_j`. -/
def spinDot (i j : V) (ψ : State V) : State V :=
  fun σ => ∑ k, onSite (spin k) i (onSite (spin k) j ψ) σ

/-- The configuration with the spins at `i` and `j` exchanged. -/
def exchange (i j : V) (σ : V → Fin 2) : V → Fin 2 := fun x => σ (Equiv.swap i j x)

/-- Dirac's exchange identity: on two different sites, `S_i · S_j = P_ij / 2 - 1 / 4`. -/
theorem dirac_exchange {i j : V} (h : i ≠ j) (ψ : State V) (σ : V → Fin 2) :
    spinDot i j ψ σ = ψ (exchange i j σ) / 2 - ψ σ / 4 := by
  -- the identity for two spins
  have key : ∀ (f : Fin 2 → Fin 2 → ℂ) (p q : Fin 2),
      ∑ k, ∑ s, spin k p s * ∑ t, spin k q t * f s t = f q p / 2 - f p q / 4 := by
    intro f p q
    have hI := Complex.I_mul_I
    fin_cases p <;> fin_cases q <;> simp [spin, Fin.sum_univ_succ]
    · linear_combination (f 1 1 / 4) * hI
    · linear_combination (-f 1 0 / 4) * hI
    · linear_combination (-f 0 1 / 4) * hI
    · linear_combination (f 0 0 / 4) * hI
  have h1 : exchange i j σ = Function.update (Function.update σ i (σ j)) j (σ i) := by
    funext x
    by_cases hj : x = j
    · simp [exchange, hj]
    · by_cases hi : x = i
      · simp [exchange, hi, h]
      · simp [exchange, Equiv.swap_apply_of_ne_of_ne, hi, hj]
  have := key (fun s t => ψ (Function.update (Function.update σ i s) j t)) (σ i) (σ j)
  rw [h1]
  simp only [spinDot, onSite, Function.update_of_ne h.symm]
  simpa only [Function.update_eq_self] using this

lemma exchange_exchange (i j : V) (σ : V → Fin 2) : exchange i j (exchange i j σ) = σ := by
  funext x; simp [exchange]

lemma exchange_comm (i j : V) (σ : V → Fin 2) : exchange i j σ = exchange j i σ := by
  unfold exchange
  rw [Equiv.swap_comm i j]

lemma exchange_of_eq {i j : V} {σ : V → Fin 2} (h : σ i = σ j) : exchange i j σ = σ := by
  funext x
  by_cases hi : x = i
  · simp [exchange, hi, h]
  · by_cases hj : x = j
    · simp [exchange, hj, h]
    · simp [exchange, Equiv.swap_apply_of_ne_of_ne, hi, hj]

lemma exchange_cycle {a b c : V} (hab : a ≠ b) (hac : a ≠ c) (hbc : b ≠ c) (σ : V → Fin 2) :
    exchange a c (exchange a b σ) = exchange a b (exchange b c σ) := by
  funext x
  by_cases h1 : x = a
  · simp [exchange, Equiv.swap_apply_def, h1, hac.symm, hbc.symm]
  by_cases h2 : x = b
  · simp [exchange, Equiv.swap_apply_def, h2, hab, hac, hbc, hab.symm]
  by_cases h3 : x = c
  · simp [exchange, Equiv.swap_apply_def, h3, hbc, hab.symm, hac.symm, hbc.symm]
  · simp [exchange, Equiv.swap_apply_def, h1, h2, h3]

lemma exchange_cycle' {a b c : V} (hab : a ≠ b) (hac : a ≠ c) (hbc : b ≠ c) (σ : V → Fin 2) :
    exchange a b (exchange a c σ) = exchange a c (exchange b c σ) := by
  rw [exchange_cycle hac hab hbc.symm, exchange_comm c b]

/-- Three spins 1/2 on different sites have no totally antisymmetric state: the even and the odd
permutations of the three spins give the same sum of amplitudes. -/
theorem no_antisymmetric_state {a b c : V} (hab : a ≠ b) (hac : a ≠ c) (hbc : b ≠ c)
    (ψ : State V) (σ : V → Fin 2) :
    ψ σ + ψ (exchange a b (exchange a c σ)) + ψ (exchange a c (exchange a b σ))
      = ψ (exchange a b σ) + ψ (exchange a c σ) + ψ (exchange b c σ) := by
  have c1 := exchange_cycle hab hac hbc σ
  have c2 := exchange_cycle' hab hac hbc σ
  have pigeon : ∀ p q r : Fin 2, p = q ∨ p = r ∨ q = r := by decide
  -- two of the three spins are parallel
  rcases pigeon (σ a) (σ b) (σ c) with h | h | h
  · have e := exchange_of_eq h
    rw [e] at c1 ⊢
    rw [c1, exchange_exchange]; ring
  · have e := exchange_of_eq h
    rw [e] at c2 ⊢
    rw [c2, exchange_exchange]; ring
  · rw [c1, c2, exchange_of_eq h]; ring

/-- A triangle of three different sites with base `a`, `b`, apex `c`, base coupling `K` and
apex coupling `J`. -/
structure Triangle (V : Type*) where
  (a b c : V)
  (K J : ℝ)
  hab : a ≠ b
  hac : a ≠ c
  hbc : b ≠ c

/-- The triangle term `K S_a · S_b + J (S_a + S_b) · S_c`. -/
def Triangle.term (t : Triangle V) (ψ : State V) : State V := fun σ =>
  t.K * spinDot t.a t.b ψ σ + t.J * (spinDot t.a t.c ψ σ + spinDot t.b t.c ψ σ)

/-- The sum of the terms of a finite family of triangles. -/
def hamiltonian [Fintype T] (t : T → Triangle V) (ψ : State V) : State V :=
  fun σ => ∑ k, (t k).term ψ σ

/-- On a state that is odd under exchange of the two base spins, the triangle term acts as
multiplication by `-3K/4`, for every apex coupling. -/
theorem term_of_odd (t : Triangle V) {ψ : State V}
    (hψ : ∀ σ, ψ (exchange t.a t.b σ) = -ψ σ) (σ : V → Fin 2) :
    t.term ψ σ = -(3/4) * t.K * ψ σ := by
  have h := no_antisymmetric_state t.hab t.hac t.hbc ψ σ
  rw [exchange_cycle t.hab t.hac t.hbc, hψ, hψ, hψ] at h
  rw [Triangle.term, dirac_exchange t.hab, dirac_exchange t.hac, dirac_exchange t.hbc, hψ]
  linear_combination (-(t.J : ℂ) / 4) * h

variable [Fintype V]

/-- The inner product of two many-spin states. -/
def overlap (φ ψ : State V) : ℂ := ∑ σ, conj (φ σ) * ψ σ

lemma overlap_self (ψ : State V) :
    ∃ r : ℝ, 0 ≤ r ∧ (ψ ≠ 0 → 0 < r) ∧ overlap ψ ψ = r := by
  refine ⟨∑ σ, Complex.normSq (ψ σ), sum_nonneg fun σ _ => Complex.normSq_nonneg _, ?_, ?_⟩
  · intro h
    obtain ⟨σ, hσ⟩ := Function.ne_iff.mp h
    exact sum_pos' (fun σ _ => Complex.normSq_nonneg _) ⟨σ, mem_univ _, Complex.normSq_pos.2 hσ⟩
  · simp only [overlap, Complex.ofReal_sum, Complex.normSq_eq_conj_mul_self]

lemma overlap_exchange (i j : V) (φ χ : State V) :
    overlap (fun σ => φ (exchange i j σ)) χ = overlap φ (fun σ => χ (exchange i j σ)) := by
  have h : ∑ σ, conj (φ (exchange i j σ)) * χ (exchange i j (exchange i j σ))
      = ∑ σ, conj (φ σ) * χ (exchange i j σ) :=
    Equiv.sum_comp (Function.Involutive.toPerm (exchange i j) (exchange_exchange i j))
      (fun σ => conj (φ σ) * χ (exchange i j σ))
  simpa only [overlap, exchange_exchange] using h

/-- The sum of the three pair exchanges of a triangle applied to a state. -/
def symPart (t : Triangle V) (ψ : State V) : State V := fun σ =>
  ψ (exchange t.a t.b σ) + ψ (exchange t.a t.c σ) + ψ (exchange t.b t.c σ)

/-- The state symmetrised in the base spins and then antisymmetrised in `a` and `c`. -/
def mixedPart (t : Triangle V) (ψ : State V) : State V := fun σ =>
  ψ σ + ψ (exchange t.a t.b σ) - ψ (exchange t.a t.c σ) - ψ (exchange t.a t.b (exchange t.a t.c σ))

/-- The overlap of a state with the triangle term applied to it, plus `3K/4` times the squared norm
of the state, is a combination of two squared norms with weights `(2K + J)/18` and `(K - J)/12`. -/
theorem triangle_sum_of_squares (t : Triangle V) (ψ : State V) :
    overlap ψ (t.term ψ) + 3/4 * t.K * overlap ψ ψ
      = (2 * t.K + t.J) / 18 * overlap (symPart t ψ) (symPart t ψ)
        + (t.K - t.J) / 12 * overlap (mixedPart t ψ) (mixedPart t ψ) := by
  have c1 := exchange_cycle t.hab t.hac t.hbc
  have c2 := exchange_cycle' t.hab t.hac t.hbc
  have id3 := no_antisymmetric_state t.hab t.hac t.hbc ψ
  -- the exchanges are moved to the right-hand factor
  have hS : overlap (symPart t ψ) (symPart t ψ) = 3 * overlap ψ (symPart t ψ) := by
    have e : ∀ χ, overlap (symPart t ψ) χ = overlap (fun σ => ψ (exchange t.a t.b σ)) χ
        + overlap (fun σ => ψ (exchange t.a t.c σ)) χ
        + overlap (fun σ => ψ (exchange t.b t.c σ)) χ := fun χ => by
      simp only [overlap, symPart, map_add, add_mul, sum_add_distrib]
    rw [e, overlap_exchange, overlap_exchange, overlap_exchange]
    simp only [overlap, mul_sum, ← sum_add_distrib]
    refine sum_congr rfl fun σ _ => ?_
    have h1 := id3 (exchange t.a t.b σ)
    have h2 := id3 (exchange t.a t.c σ)
    have h3 := id3 (exchange t.b t.c σ)
    simp only [symPart, c1, c2, exchange_exchange] at h1 h2 h3 ⊢
    linear_combination (-conj (ψ σ)) * (h1 + h2 + h3)
  have hM : overlap (mixedPart t ψ) (mixedPart t ψ) = 2 * overlap ψ (fun σ => 3 * ψ σ
      + ψ (exchange t.a t.b σ) - 2 * ψ (exchange t.a t.c σ) - 2 * ψ (exchange t.b t.c σ)) := by
    have e : ∀ χ, overlap (mixedPart t ψ) χ = overlap ψ χ
        + overlap (fun σ => ψ (exchange t.a t.b σ)) χ
        - overlap (fun σ => ψ (exchange t.a t.c σ)) χ
        - overlap (fun σ => ψ (exchange t.a t.b (exchange t.a t.c σ))) χ := fun χ => by
      simp only [overlap, mixedPart, map_add, map_sub, add_mul, sub_mul, sum_add_distrib,
        sum_sub_distrib]
    have e2 : ∀ χ, overlap (fun σ => ψ (exchange t.a t.b (exchange t.a t.c σ))) χ
        = overlap ψ (fun σ => χ (exchange t.a t.c (exchange t.a t.b σ))) := fun χ =>
      (overlap_exchange t.a t.c (fun τ => ψ (exchange t.a t.b τ)) χ).trans
        (overlap_exchange t.a t.b ψ (fun τ => χ (exchange t.a t.c τ)))
    rw [e, e2, overlap_exchange t.a t.b ψ, overlap_exchange t.a t.c ψ]
    simp only [overlap, mul_sum, ← sum_add_distrib, ← sum_sub_distrib]
    refine sum_congr rfl fun σ _ => ?_
    have h := id3 σ
    simp only [mixedPart, c1, c2, exchange_exchange] at h ⊢
    linear_combination (-2 * conj (ψ σ)) * h
  have hp : overlap ψ (t.term ψ) + 3/4 * t.K * overlap ψ ψ
      = (2 * t.K + t.J) / 6 * overlap ψ (symPart t ψ) + (t.K - t.J) / 6 * overlap ψ (fun σ =>
        3 * ψ σ + ψ (exchange t.a t.b σ) - 2 * ψ (exchange t.a t.c σ)
          - 2 * ψ (exchange t.b t.c σ)) := by
    simp only [overlap, mul_sum, ← sum_add_distrib]
    refine sum_congr rfl fun σ _ => ?_
    rw [Triangle.term, dirac_exchange t.hab, dirac_exchange t.hac, dirac_exchange t.hbc, symPart]
    ring
  linear_combination hp - (2 * t.K + t.J : ℂ) / 18 * hS - (t.K - t.J : ℂ) / 12 * hM

/-- If `-2K ≤ J ≤ K` in every triangle, the energy of any state is at least `-3/4` times the sum
of the base couplings, times the squared norm of the state. -/
theorem energy_lower_bound [Fintype T] (t : T → Triangle V)
    (hJ : ∀ k, -2 * (t k).K ≤ (t k).J ∧ (t k).J ≤ (t k).K) (ψ : State V) :
    -(3/4) * (∑ k, (t k).K) * (overlap ψ ψ).re ≤ (overlap ψ (hamiltonian t ψ)).re := by
  have hsum : overlap ψ (hamiltonian t ψ) = ∑ k, overlap ψ ((t k).term ψ) := by
    simp only [overlap, hamiltonian, mul_sum]
    exact sum_comm
  rw [hsum, Complex.re_sum, mul_sum, sum_mul]
  refine sum_le_sum fun k _ => ?_
  have h := triangle_sum_of_squares (t k) ψ
  obtain ⟨n, -, -, en⟩ := overlap_self ψ
  obtain ⟨x, hx, -, ex⟩ := overlap_self (symPart (t k) ψ)
  obtain ⟨y, hy, -, ey⟩ := overlap_self (mixedPart (t k) ψ)
  rw [en, ex, ey] at h
  have h' : overlap ψ ((t k).term ψ) = (((2 * (t k).K + (t k).J) / 18 * x
      + ((t k).K - (t k).J) / 12 * y - 3/4 * (t k).K * n : ℝ) : ℂ) := by
    push_cast
    linear_combination h
  rw [h', en, Complex.ofReal_re, Complex.ofReal_re]
  have p1 := mul_nonneg (by linarith [(hJ k).1] : 0 ≤ 2 * (t k).K + (t k).J) hx
  have p2 := mul_nonneg (by linarith [(hJ k).2] : 0 ≤ (t k).K - (t k).J) hy
  linarith

/-- The singlet amplitudes of two spins, up to normalisation. -/
def singlet : Matrix (Fin 2) (Fin 2) ℂ := !![0, 1; -1, 0]

/-- The product of singlets on the dimers of a perfect matching; dimer `d` consists of the sites
`e (d, 0)` and `e (d, 1)`. -/
def dimerState [Fintype D] (e : D × Fin 2 ≃ V) : State V :=
  fun σ => ∏ d, singlet (σ (e (d, 0))) (σ (e (d, 1)))

omit [Fintype V] in
/-- The dimer product changes sign when the two spins of a dimer are exchanged. -/
theorem dimerState_exchange [Fintype D] (e : D × Fin 2 ≃ V) (d : D) (σ : V → Fin 2) :
    dimerState e (exchange (e (d, 0)) (e (d, 1)) σ) = -dimerState e σ := by
  classical
  have anti : ∀ p q, singlet q p = -singlet p q := by
    intro p q
    fin_cases p <;> fin_cases q <;> simp [singlet]
  unfold dimerState
  rw [← mul_prod_erase univ _ (mem_univ d), ← mul_prod_erase univ _ (mem_univ d), ← neg_mul,
    ← anti]
  congr 1
  · simp [exchange]
  · refine prod_congr rfl fun x hx => ?_
    have hx' := ne_of_mem_erase hx
    simp [exchange, Equiv.swap_apply_of_ne_of_ne, hx']

/-- If `-2K ≤ J ≤ K` in every triangle and every base is a dimer of one perfect matching, the
dimer-singlet product is an eigenvector, and its energy, `-3/4` times the sum of the base
couplings, is the lowest eigenvalue. -/
theorem dimer_ground_state [Fintype T] [Fintype D] (t : T → Triangle V) (e : D × Fin 2 ≃ V)
    (hJ : ∀ k, -2 * (t k).K ≤ (t k).J ∧ (t k).J ≤ (t k).K)
    (hbase : ∀ k, ∃ d, ((t k).a = e (d, 0) ∧ (t k).b = e (d, 1)) ∨
      ((t k).a = e (d, 1) ∧ (t k).b = e (d, 0))) :
    (dimerState e ≠ 0 ∧ hamiltonian t (dimerState e)
        = ((-(3/4) * ∑ k, (t k).K : ℝ) : ℂ) • dimerState e) ∧
      IsLeast {E : ℝ | ∃ ψ : State V, ψ ≠ 0 ∧ hamiltonian t ψ = (E : ℂ) • ψ}
        (-(3/4) * ∑ k, (t k).K) := by
  have h0 : dimerState e ≠ 0 := by
    intro h
    have := congrFun h (fun v => (e.symm v).2)
    simp [dimerState, singlet] at this
  have h1 : hamiltonian t (dimerState e)
      = ((-(3/4) * ∑ k, (t k).K : ℝ) : ℂ) • dimerState e := by
    funext σ
    have hk : ∀ k, (t k).term (dimerState e) σ = -(3/4) * (t k).K * dimerState e σ := by
      intro k
      refine term_of_odd (t k) (fun τ => ?_) σ
      obtain ⟨d, ⟨ha, hb⟩ | ⟨ha, hb⟩⟩ := hbase k
      · rw [ha, hb, dimerState_exchange]
      · rw [ha, hb, exchange_comm, dimerState_exchange]
    simp only [hamiltonian, hk, Pi.smul_apply, smul_eq_mul]
    push_cast
    rw [mul_sum, sum_mul]
  refine ⟨⟨h0, h1⟩, ⟨_, h0, h1⟩, ?_⟩
  -- any eigenvalue is the energy of a normalised eigenvector, hence not below the bound
  rintro E ⟨ψ, hψ, hE⟩
  have hb := energy_lower_bound t hJ ψ
  have hs : overlap ψ ((E : ℂ) • ψ) = E * overlap ψ ψ := by
    simp only [overlap, Pi.smul_apply, smul_eq_mul, mul_sum]
    exact sum_congr rfl fun σ _ => by ring
  obtain ⟨r, -, hr, er⟩ := overlap_self ψ
  rw [hE, hs, er, ← Complex.ofReal_mul, Complex.ofReal_re, Complex.ofReal_re] at hb
  exact le_of_mul_le_mul_right hb (hr hψ)

end

end ShastrySutherland
```

```lean
#print axioms ShastrySutherland.dimer_ground_state
-- 'ShastrySutherland.dimer_ground_state' depends on axioms: [propext, Classical.choice, Quot.sound]
```

## Triangles that share a ground state

Two antiferromagnetically coupled spins on a dimer prefer a singlet, but each also couples to spins on neighbouring dimers. The question is when these other couplings leave the product of singlets as a ground state. Take a triangle with base sites $a,b$ and apex $c$, and the energy term

$$h=K\,\mathbf S_a\cdot\mathbf S_b+J(\mathbf S_a+\mathbf S_b)\cdot\mathbf S_c .$$

`energy_lower_bound` says that if $-2K\le J\le K$ in each of finitely many triangles, then their sum $H$ satisfies

$$\mathrm{Re}\,\langle\psi|H\psi\rangle\ge-\tfrac34\Big(\sum_k K_k\Big)\langle\psi|\psi\rangle$$

for every state $\psi$. No matching is needed here. The window itself forces $K\ge0$.

`dimer_ground_state` adds that every base is a dimer of one perfect matching. The singlet product is then a nonzero eigenvector with energy $-\tfrac34\sum_k K_k$, and `IsLeast` states that this is the smallest real eigenvalue. Uniqueness of the ground state and a gap above it are not claimed, and the window is a sufficient condition that does not locate a phase transition.

## Couplings, sites and singlets in Lean

A `State V` assigns a complex amplitude to each configuration of the sites `V`, with `0` for up and `1` for down. The matrices `spin` are half the Pauli matrices, so $\hbar=1$, and since the couplings enter $h$ with a plus sign, positive ones are antiferromagnetic. `spinDot` builds $\mathbf S_i\cdot\mathbf S_j$ from them, and `overlap` conjugates its first argument.

A `Triangle` carries its couplings and the proofs that its three sites differ. `hamiltonian` adds the triangle terms, so a bond that occurs in several triangles receives the sum of their couplings. The bijection `e : D × Fin 2 ≃ V` is the perfect matching: dimer `d` consists of `e (d, 0)` and `e (d, 1)`, and every site belongs to exactly one dimer. `dimerState` is unnormalised; dividing it by $2^{|D|/2}$ gives the normalised singlet product.

The letter `J` is the apex coupling, whereas the Shastry-Sutherland literature usually writes $J$ for the dimer coupling and $J'$ for the other. The step left to the user is the splitting of the lattice Hamiltonian into triangles. In the Shastry-Sutherland lattice each dimer is the base of two triangles and each bond between dimers lies in one, so $K=J_D/2$ and the apex coupling is $J'$. This turns the window and the energy into those of the opening paragraph. A small periodic cluster must preserve this pattern, with three different sites in each triangle.

## From spin exchange to two squared norms

Let $P_{ij}$ exchange the spins at $i$ and $j$. On parallel spins $\mathbf S_i\cdot\mathbf S_j$ gives $\tfrac14$; on antiparallel spins it gives $-\tfrac14$ times the same configuration plus $\tfrac12$ times the exchanged one. Both cases are

$$\mathbf S_i\cdot\mathbf S_j=\tfrac12P_{ij}-\tfrac14 .$$

`dirac_exchange` proves this by running through the four pairs of spin values. Inserting it into $h$ gives

$$h+\tfrac34K=\tfrac{K-J}{2}+\tfrac K2P_{ab}+\tfrac J2(P_{ac}+P_{bc}).$$

In every up/down configuration of three spins 1/2, two are parallel. Exchanging those two leaves the configuration unchanged, so the amplitudes after even permutations equal those after odd ones in pairs, hence

$$1+P_{ab}P_{ac}+P_{ac}P_{ab}=P_{ab}+P_{ac}+P_{bc}.$$

This is `no_antisymmetric_state`, where `pigeon` supplies the parallel pair.

Now set $S=P_{ab}+P_{ac}+P_{bc}$ and $M=(1-P_{ac})(1+P_{ab})$, which are `symPart` and `mixedPart`. The exchanges are Hermitian and square to one. In $S^2$ the identity and both three-cycles each occur three times, so

$$S^\dagger S=3(1+P_{ab}P_{ac}+P_{ac}P_{ab})=3S .$$

With $P_{ab}P_{ac}P_{ab}=P_{bc}$,

$$\begin{aligned}
M^\dagger M&=2(1+P_{ab})(1-P_{ac})(1+P_{ab})\\
&=2(2+2P_{ab}-P_{ac}-P_{bc}-P_{ab}P_{ac}-P_{ac}P_{ab})\\
&=2(3+P_{ab}-2P_{ac}-2P_{bc}).
\end{aligned}$$

Comparing coefficients yields

$$h+\tfrac34K=\tfrac{2K+J}{18}S^\dagger S+\tfrac{K-J}{12}M^\dagger M .$$

In `triangle_sum_of_squares`, `hS` and `hM` are the two products and `hp` is the comparison of coefficients. `overlap_exchange` expresses Hermiticity, and `linear_combination` inserts the three-spin relation. Both weights are nonnegative in the window, so taking expectation values and summing over triangles gives the lower bound.

## Why the singlet product reaches the bound

Suppose $P_{ab}\psi=-\psi$. Then $P_{ac}P_{ab}\psi=-P_{ac}\psi$, and $P_{ab}P_{ac}=P_{bc}P_{ab}$ gives $P_{ab}P_{ac}\psi=-P_{bc}\psi$. The three-spin relation applied to $\psi$, which `term_of_odd` uses amplitude by amplitude, becomes

$$\psi-P_{ac}\psi-P_{bc}\psi=-\psi+P_{ac}\psi+P_{bc}\psi ,$$

so $(P_{ac}+P_{bc})\psi=\psi$. The apex term is then $J(\tfrac12-\tfrac12)\psi=0$, while the base gives $K(-\tfrac12-\tfrac14)\psi=-\tfrac34K\psi$.

Exchanging the spins of one dimer reverses the sign of its singlet and leaves the other factors alone, as `dimerState_exchange` shows. The product is therefore odd on every base, and summing over triangles gives its eigenvalue. It is nonzero because its amplitude is 1 when each dimer has its first spin up and its second down.

For any eigenvector $\psi\ne0$ with eigenvalue $E$, the lower bound reads $E\langle\psi|\psi\rangle\ge-\tfrac34\sum_kK_k\,\langle\psi|\psi\rangle$. Dividing by the positive squared norm shows that no eigenvalue lies lower.
